# The adjugate of a contractive overlap matrix is a contraction

Put two electrons in orthonormal orbitals φ₁, φ₂, and in a second Slater determinant put them in orthonormal orbitals ψ₁, ψ₂. Suppose only partners overlap, with ⟨φ₁, ψ₁⟩ = s₁ and ⟨φ₂, ψ₂⟩ = s₂. A one-electron operator h, with elements hᵢⱼ = ⟨φᵢ, h ψⱼ⟩, has the matrix element

h₁₁ s₂ + h₂₂ s₁

between the two determinants. Each transition is weighted by the overlap of the electron that stays behind. The overlap matrix is S = diag(s₁, s₂), the weights form its adjugate adj(S) = diag(s₂, s₁), and if neither overlap exceeds 1 in modulus, neither does either weight. With more electrons each weight in such a paired basis is a product of all the other overlaps.

For a general square S the weights are cofactors: hᵢⱼ is multiplied by adj(S)ⱼᵢ. The theorems below show that if S lengthens no vector, then neither does adj(S). This bears on matrix elements between mutually non-orthogonal determinants, for finite, equally large orbital sets that are each orthonormal: the weights stay bounded even where S is nearly singular and S⁻¹ is large.

The link between cofactors and matrix elements is the step from the model to the physics that is taken as known here; the Lean code treats orbitals and matrices, not many-electron wavefunctions. The small matrices that show what fails without a hypothesis are worked out in the prose alone.

## Size N + 1 and Euclidean length

The matrices have size N + 1, so **N is one less than the number of electrons**. The index type `Fin (N + 1)` expresses "at least one orbital" and makes N the number of factors in each cofactor product. For one orbital, adj(S) = (1) whatever S is. At size zero the contraction statement would be trivially true, so this condition only keeps the exponent simple.

```lean
import Mathlib

open Matrix

namespace CofactorContraction

noncomputable section
```

Length means the Euclidean norm of a coefficient vector. Lean's default norm on functions `n → ℂ` is the largest modulus of a component, so `len` first passes to the Euclidean space with `WithLp.toLp 2`. The choice matters: S = [[0, 1], [0, 1]] is a contraction in the maximum norm, but its adjugate [[1, −1], [0, 0]] sends (1, −1) to (2, 0).

```lean
/-- The Euclidean norm of a vector of complex orbital coefficients. -/
def len {n : Type*} [Fintype n] (v : n → ℂ) : ℝ := ‖WithLp.toLp 2 v‖
```

"Overlap matrix" here means overlaps between two orbital sets, not within one basis. The inner product is conjugate-linear in its first argument.

```lean
/-- The overlap matrix of two sets of orbitals, with entries `⟨φ i, ψ j⟩`. -/
def overlap {n E : Type*} [NormedAddCommGroup E] [InnerProductSpace ℂ E]
    (φ ψ : n → E) : Matrix n n ℂ := Matrix.of fun i j => inner ℂ (φ i) (ψ j)
```

Write ⟨u, v⟩ = Σᵢ uᵢ* vᵢ, which is `star u ⬝ᵥ v` in Lean, and M† for `Mᴴ`. The derivation uses the Euclidean norm through

‖v‖² = ⟨v, v⟩

‖M v‖² = ⟨M v, M v⟩ = ⟨v, M†M v⟩.

The next two lemmas are these lines, with the real left-hand sides read as complex numbers.

```lean
/-- The squared norm of a vector is its Hermitian product with itself. -/
theorem len_sq {n : Type*} [Fintype n] (v : n → ℂ) :
    ((len v ^ 2 : ℝ) : ℂ) = star v ⬝ᵥ v := by
  rw [len, EuclideanSpace.norm_sq_eq]
  simp only [dotProduct, Pi.star_apply]
  push_cast
  exact Finset.sum_congr rfl fun i _ => (Complex.conj_mul' (v i)).symm

/-- The squared norm of `M v` is the Hermitian product of `v` with `Mᴴ M v`. -/
theorem len_mulVec_sq {n : Type*} [Fintype n] (M : Matrix n n ℂ) (v : n → ℂ) :
    ((len (M *ᵥ v) ^ 2 : ℝ) : ℂ) = star v ⬝ᵥ (Mᴴ * M) *ᵥ v := by
  rw [len_sq, Matrix.star_mulVec, ← Matrix.dotProduct_mulVec, Matrix.mulVec_mulVec]
```

## No vector is stretched by more than c

The central hypothesis is ‖S v‖ ≤ c‖v‖ for all v, written `hS`. When both orbital sets are orthonormal, the case c = 1 says that projecting an orbital from the span of one set onto the span of the other cannot increase its norm.

The derivation first uses it to bound the eigenvalues of S S†. Let S S† w = p w with ‖w‖ = 1 and p real. Then

‖S†w‖² = ⟨w, S S† w⟩ = p,

so p ≥ 0. Applying the hypothesis to the vector S†w gives

p = ‖S S† w‖ ≤ c‖S†w‖, hence p² ≤ c² p.

If p = 0, then p ≤ c² is clear; otherwise divide by p. In the proof, `h1` is the first equation, `h3` applies `hS`, and `rcases` separates the two cases. Normalisation excludes w = 0, which would satisfy the eigenvalue equation for every p.

```lean
/-- If `S` stretches no vector by more than a factor `c`, then an eigenvalue of `S Sᴴ`
with a normalised eigenvector lies between `0` and `c ^ 2`. -/
theorem eigenvalue_bounds {n : Type*} [Fintype n] (S : Matrix n n ℂ) (c : ℝ)
    (hS : ∀ v, len (S *ᵥ v) ≤ c * len v) (w : n → ℂ) (hn : len w = 1) (p : ℝ)
    (hw : (S * Sᴴ) *ᵥ w = p • w) : 0 ≤ p ∧ p ≤ c ^ 2 := by
  -- the eigenvalue is the squared norm of `Sᴴ w`
  have h1 : len (Sᴴ *ᵥ w) ^ 2 = p := by
    have h := len_mulVec_sq Sᴴ w
    rw [Matrix.conjTranspose_conjTranspose, hw, dotProduct_smul, ← len_sq, hn] at h
    apply Complex.ofReal_injective
    rw [h]
    simp
  have h0 : 0 ≤ p := by
    rw [← h1]
    positivity
  have hs : len (p • w) = |p| * len w := norm_smul p (WithLp.toLp 2 w)
  -- apply the bound on `S` to the vector `Sᴴ w`
  have h3 := hS (Sᴴ *ᵥ w)
  rw [Matrix.mulVec_mulVec, hw, hs, hn, mul_one, abs_of_nonneg h0] at h3
  have h4 := pow_le_pow_left₀ h0 h3 2
  rw [mul_pow, h1] at h4
  refine ⟨h0, ?_⟩
  rcases h0.eq_or_lt with h | h
  · rw [← h]
    positivity
  · exact le_of_mul_le_mul_right (by nlinarith : p * p ≤ c ^ 2 * p) h
```

## A Hermitian matrix with eigenvalues between 0 and b

The next lemma concerns a Hermitian P with eigenvalues p₀, …, p_N in [0, b]. It will be applied to P = S S†, whose eigenvalues are the squared moduli of the overlaps after both orbital sets have been rotated into pairs.

Hermiticity supplies a unitary U with P U = U D, where D = diag(p₀, …, p_N). Taking adjugates reverses products, so

adj(U) adj(P) = adj(D) adj(U).

Since U U† = 1, det U ≠ 0 and adj(U) = det(U) U†. Multiplying from the left by U gives

det(U) adj(P) = det(U) U adj(D) U†, hence adj(P) = U adj(D) U†.

The k-th diagonal entry of adj(D) is the product of all pₗ with l ≠ k. With x = U†v, which has the same length as v,

⟨v, adj(P) v⟩ = Σₖ (∏_{l≠k} pₗ) |xₖ|² ≤ bᴺ Σₖ |xₖ|² = bᴺ ‖v‖².

The inequality uses both ends of the interval: N nonnegative factors, each at most b, have a product at most bᴺ. For v ≠ 0, division by ‖v‖² shows that the expectation value of adj(P) in the state v is at most bᴺ.

In Lean, `hadj` is the diagonal form of the adjugate, `hlen` the equality of lengths and `hform` the weighted sum. The final `calc` compares the products factor by factor.

Without the lower bound the lemma fails: diag(−3, −3, 0) has no eigenvalue above 1, but its adjugate has an entry 9. Without Hermiticity it fails too: [[0, 3], [0, 0]] has only the eigenvalue 0, yet its adjugate gives the normalised vector (1, −1)/√2 the value 3/2.

```lean
/-- If the eigenvalues of a Hermitian matrix `P` of size `N + 1` lie between `0` and `b`, the real
part of `⟨v, adj(P) v⟩` is at most `b ^ N` times the squared norm of `v`. -/
theorem adjugate_expectation_le {N : ℕ} (P : Matrix (Fin (N + 1)) (Fin (N + 1)) ℂ)
    (hP : P.IsHermitian) (b : ℝ) (h : ∀ k, 0 ≤ hP.eigenvalues k ∧ hP.eigenvalues k ≤ b)
    (v : Fin (N + 1) → ℂ) :
    (star v ⬝ᵥ P.adjugate *ᵥ v).re ≤ b ^ N * len v ^ 2 := by
  obtain ⟨U, hU, hPU⟩ : ∃ U : Matrix (Fin (N + 1)) (Fin (N + 1)) ℂ, U * Uᴴ = 1 ∧
      P * U = U * Matrix.diagonal (fun k => (hP.eigenvalues k : ℂ)) := by
    refine ⟨hP.eigenvectorUnitary,
      Matrix.mem_unitaryGroup_iff.mp hP.eigenvectorUnitary.2, ?_⟩
    ext i j
    have hj := congrFun (hP.mulVec_eigenvectorBasis j) i
    rw [Matrix.mul_diagonal, mul_comm]
    exact hj
  have hdet : U.det ≠ 0 := by
    intro h0
    have h1 := congrArg Matrix.det hU
    rw [Matrix.det_mul, h0, zero_mul, Matrix.det_one] at h1
    exact zero_ne_one h1
  have hadjU : U.adjugate = U.det • Uᴴ := by
    calc U.adjugate = U.adjugate * (U * Uᴴ) := by rw [hU, mul_one]
      _ = U.det • Uᴴ := by
        rw [← mul_assoc, Matrix.adjugate_mul, Matrix.smul_mul, one_mul]
  -- the adjugate is diagonal in the same eigenbasis
  have hadj : P.adjugate =
      U * (Matrix.diagonal (fun k => (hP.eigenvalues k : ℂ))).adjugate * Uᴴ := by
    apply smul_right_injective _ hdet
    change U.det • P.adjugate = U.det • _
    calc U.det • P.adjugate = U * (U.adjugate * P.adjugate) := by
          rw [← mul_assoc, Matrix.mul_adjugate, Matrix.smul_mul, one_mul]
      _ = U * ((Matrix.diagonal (fun k => (hP.eigenvalues k : ℂ))).adjugate * U.adjugate) := by
          rw [← Matrix.adjugate_mul_distrib, hPU, Matrix.adjugate_mul_distrib]
      _ = _ := by rw [hadjU, Matrix.mul_smul, Matrix.mul_smul, mul_assoc]
  have hlen : len (Uᴴ *ᵥ v) ^ 2 = len v ^ 2 := by
    apply Complex.ofReal_injective
    rw [len_mulVec_sq, Matrix.conjTranspose_conjTranspose, hU, Matrix.one_mulVec, len_sq]
  have hform : star v ⬝ᵥ P.adjugate *ᵥ v = ((∑ k, (∏ l ∈ Finset.univ.erase k,
      hP.eigenvalues l) * ‖(Uᴴ *ᵥ v) k‖ ^ 2 : ℝ) : ℂ) := by
    rw [hadj, Matrix.adjugate_diagonal, ← Matrix.mulVec_mulVec, ← Matrix.mulVec_mulVec,
      Matrix.dotProduct_mulVec]
    have hst : star v ᵥ* U = star (Uᴴ *ᵥ v) := by
      rw [Matrix.star_mulVec, Matrix.conjTranspose_conjTranspose]
    rw [hst]
    simp only [dotProduct, Matrix.mulVec_diagonal, Pi.star_apply]
    push_cast
    refine Finset.sum_congr rfl fun k _ => ?_
    rw [← Complex.conj_mul', starRingEnd_apply]
    ring
  rw [hform, Complex.ofReal_re, ← hlen, len, EuclideanSpace.norm_sq_eq, Finset.mul_sum]
  -- each weight is a product of `N` eigenvalues
  refine Finset.sum_le_sum fun k _ => mul_le_mul_of_nonneg_right ?_ (sq_nonneg _)
  calc ∏ l ∈ Finset.univ.erase k, hP.eigenvalues l ≤ ∏ _l ∈ Finset.univ.erase k, b :=
        Finset.prod_le_prod (fun l _ => (h l).1) (fun l _ => (h l).2)
    _ = b ^ N := by simp [Finset.card_erase_of_mem]
```

## S may be singular

Invertibility of S is not assumed. Physically, two determinants may be orthogonal, det S = 0, and still be connected by a one-electron operator. The formula adj(S) = det(S) S⁻¹ is then unavailable.

What replaces it is Mathlib's `Matrix.adjugate_mul_distrib`:

adj(A B) = adj(B) adj(A)

for all square matrices A and B of equal size. For invertible matrices this follows from the formula with the inverse. For the rest, replace A and B by A + t·1 and B + t·1. These are invertible for all but finitely many numbers t, both sides are polynomials in t, and so the identity also holds at t = 0. The lemma has already served for P, which may be singular, and now gives

adj(S S†) = adj(S†) adj(S) = adj(S)† adj(S).

Combining this with the eigenvalue bounds, where b = c²,

‖adj(S) v‖² = ⟨v, adj(S S†) v⟩ ≤ (c²)ᴺ ‖v‖² = (cᴺ‖v‖)².

Taking the root uses c ≥ 0, which makes cᴺ‖v‖ nonnegative. That is no extra hypothesis: for the vector u with all components 1, 0 ≤ ‖S u‖ ≤ c‖u‖ and ‖u‖² = N + 1 > 0. In the proof this is `hc`; `hb` is the bound on the quadratic form, and `hsq` the squared inequality.

```lean
/-- If a matrix `S` of size `N + 1` stretches no vector by more than a factor `c`, its adjugate
stretches no vector by more than a factor `c ^ N`. -/
theorem adjugate_bound {N : ℕ} (S : Matrix (Fin (N + 1)) (Fin (N + 1)) ℂ) (c : ℝ)
    (hS : ∀ v, len (S *ᵥ v) ≤ c * len v) (v : Fin (N + 1) → ℂ) :
    len (S.adjugate *ᵥ v) ≤ c ^ N * len v := by
  have hpos : ∀ u : Fin (N + 1) → ℂ, 0 ≤ len u := fun u => norm_nonneg _
  -- a nonzero test vector shows that `c` is nonnegative
  have hc : 0 ≤ c := by
    have h1 : len (fun _ : Fin (N + 1) => (1 : ℂ)) ^ 2 = N + 1 := by
      rw [len, EuclideanSpace.norm_sq_eq]
      simp
    have h2 : 0 < len (fun _ : Fin (N + 1) => (1 : ℂ)) := by
      refine lt_of_le_of_ne (hpos _) fun h0 => ?_
      rw [← h0] at h1
      have : (0 : ℝ) ≤ N := Nat.cast_nonneg N
      linarith
    have h3 := (hpos _).trans (hS (fun _ => 1))
    by_contra hneg
    nlinarith [mul_pos (neg_pos.mpr (not_le.mp hneg)) h2]
  have hP : (S * Sᴴ).IsHermitian := Matrix.isHermitian_mul_conjTranspose_self S
  have hb := adjugate_expectation_le (S * Sᴴ) hP (c ^ 2) (fun k =>
    eigenvalue_bounds S c hS _ (hP.eigenvectorBasis.orthonormal.1 k) _
      (hP.mulVec_eigenvectorBasis k)) v
  rw [Matrix.adjugate_mul_distrib, ← Matrix.adjugate_conjTranspose, ← len_mulVec_sq,
    Complex.ofReal_re] at hb
  have hsq : len (S.adjugate *ᵥ v) ^ 2 ≤ (c ^ N * len v) ^ 2 := by
    calc _ ≤ (c ^ 2) ^ N * len v ^ 2 := hb
      _ = _ := by ring
  exact (le_abs_self _).trans
    (abs_le_of_sq_le_sq hsq (mul_nonneg (pow_nonneg hc N) (hpos v)))
```

Setting c = 1 gives the contraction statement.

```lean
/-- If a square complex matrix of size at least one is a contraction in the Euclidean norm, so is
its adjugate. -/
theorem adjugate_contraction {N : ℕ} (S : Matrix (Fin (N + 1)) (Fin (N + 1)) ℂ)
    (hS : ∀ v, len (S *ᵥ v) ≤ len v) (v : Fin (N + 1) → ℂ) :
    len (S.adjugate *ᵥ v) ≤ len v := by
  simpa using adjugate_bound S 1 (by simpa using hS) v
```

If the hypothesis is relaxed to any c > 1, the conclusion fails from size two on. The matrix a·1 stretches every vector by exactly |a|, and its adjugate by exactly |a|ᴺ, which exceeds 1 when |a| > 1 and N ≥ 1. The same family shows that the factor cᴺ is attained for every c ≥ 0.

```lean
/-- The power `N` is sharp: the matrix `a • 1` of size `N + 1` stretches every vector by
exactly `‖a‖`, and its adjugate stretches every vector by exactly `‖a‖ ^ N`. -/
theorem adjugate_bound_sharp {N : ℕ} (a : ℂ) (v : Fin (N + 1) → ℂ) :
    len ((a • (1 : Matrix (Fin (N + 1)) (Fin (N + 1)) ℂ)) *ᵥ v) = ‖a‖ * len v ∧
    len ((a • (1 : Matrix (Fin (N + 1)) (Fin (N + 1)) ℂ)).adjugate *ᵥ v)
      = ‖a‖ ^ N * len v := by
  have hs : ∀ z : ℂ, len ((z • (1 : Matrix (Fin (N + 1)) (Fin (N + 1)) ℂ)) *ᵥ v)
      = ‖z‖ * len v := by
    intro z
    rw [Matrix.smul_mulVec, Matrix.one_mulVec]
    exact norm_smul z (WithLp.toLp 2 v)
  refine ⟨hs a, ?_⟩
  rw [Matrix.adjugate_smul, Matrix.adjugate_one, hs, norm_pow, Fintype.card_fin,
    Nat.add_sub_cancel]
```

## Both orbital sets are orthonormal

For Slater determinants the contraction property need not be assumed; it follows when each orbital set is orthonormal. The orbitals live in a complex inner product space `E`, which may be infinite-dimensional and may include spin.

Given coefficients v, form the orbital χ = Σⱼ vⱼ ψⱼ. Then

(S v)ᵢ = Σⱼ ⟨φᵢ, ψⱼ⟩ vⱼ = ⟨φᵢ, χ⟩.

Orthonormality of the ψⱼ gives ‖χ‖ = ‖v‖, and orthonormality of the φᵢ gives Bessel's inequality, so

‖S v‖² = Σᵢ |⟨φᵢ, χ⟩|² ≤ ‖χ‖² = ‖v‖².

The proof has the same three parts: `h1` identifies the components, `h2` uses `hψ` for the length of χ, and `h3` uses `hφ` for Bessel's inequality.

```lean
/-- The overlap matrix of two finite orthonormal sets of orbitals is a contraction. -/
theorem overlap_contraction {n E : Type*} [Fintype n] [NormedAddCommGroup E]
    [InnerProductSpace ℂ E] {φ ψ : n → E} (hφ : Orthonormal ℂ φ) (hψ : Orthonormal ℂ ψ)
    (v : n → ℂ) : len (overlap φ ψ *ᵥ v) ≤ len v := by
  have h1 : ∀ i, (overlap φ ψ *ᵥ v) i = inner ℂ (φ i) (∑ j, v j • ψ j) := by
    intro i
    simp [overlap, Matrix.mulVec, dotProduct, mul_comm]
  have h2 : ‖∑ j, v j • ψ j‖ ^ 2 = len v ^ 2 := by
    apply Complex.ofReal_injective
    have h := hψ.inner_sum v v Finset.univ
    rw [inner_self_eq_norm_sq_to_K] at h
    rw [len_sq, Complex.ofReal_pow]
    exact h
  -- Bessel's inequality for the orbital with coefficients `v`
  have h3 : len (overlap φ ψ *ᵥ v) ^ 2 ≤ len v ^ 2 := by
    calc len (overlap φ ψ *ᵥ v) ^ 2 = ∑ i, ‖(overlap φ ψ *ᵥ v) i‖ ^ 2 :=
          EuclideanSpace.norm_sq_eq _
      _ = ∑ i, ‖inner ℂ (φ i) (∑ j, v j • ψ j)‖ ^ 2 := by simp only [h1]
      _ ≤ ‖∑ j, v j • ψ j‖ ^ 2 := hφ.sum_inner_products_le _
      _ = len v ^ 2 := h2
  exact (le_abs_self _).trans (abs_le_of_sq_le_sq h3 (norm_nonneg _))
```

It is not enough that one set is orthonormal and the other merely normalised. With φ₁, φ₂ orthonormal, ψ₁ = φ₁ and ψ₂ = (φ₁ + φ₂)/√2, the overlap matrix is [[1, 1/√2], [0, 1/√2]]. Its adjugate [[1/√2, −1/√2], [0, 1]] sends the unit vector (0, 1) to (−1/√2, 1), of length √(3/2). The last theorem therefore does not cover sets of non-orthogonal atomic orbitals; it applies once each set has been orthonormalised.

That theorem feeds the Bessel bound into `adjugate_contraction`, leaving orthonormality of the two sets as the only hypotheses on the orbitals.

```lean
/-- For two orthonormal sets of `N + 1` orbitals each, the adjugate of their overlap matrix is a
contraction. -/
theorem orbital_cofactor_contraction {N : ℕ} {E : Type*} [NormedAddCommGroup E]
    [InnerProductSpace ℂ E] {φ ψ : Fin (N + 1) → E} (hφ : Orthonormal ℂ φ)
    (hψ : Orthonormal ℂ ψ) (v : Fin (N + 1) → ℂ) :
    len ((overlap φ ψ).adjugate *ᵥ v) ≤ len v :=
  adjugate_contraction _ (overlap_contraction hφ hψ) v

end

end CofactorContraction
```

```lean
#print axioms CofactorContraction.adjugate_bound_sharp
#print axioms CofactorContraction.overlap_contraction
#print axioms CofactorContraction.orbital_cofactor_contraction
```

```
'CofactorContraction.adjugate_bound_sharp' depends on axioms: [propext, Classical.choice, Quot.sound]
'CofactorContraction.overlap_contraction' depends on axioms: [propext, Classical.choice, Quot.sound]
'CofactorContraction.orbital_cofactor_contraction' depends on axioms: [propext, Classical.choice, Quot.sound]
```
